# Linear double-grid weights preserve a projector's total weight and first moment and shift its second by $\sum_j r_j(n-r_j)w_j$

In a real-space electronic-structure calculation, the projector of a nonlocal pseudopotential can vary sharply near the nucleus, on a scale that the wavefunction grid resolves poorly. A double-grid scheme samples the projector on a finer grid and transfers its values to the coarse points. What does the transfer do to the projector's low moments? Multiplied by the Taylor coefficients of a slowly varying wavefunction, they give the leading terms of its overlap with the projector.

Here this is answered in one dimension, for linear interpolation. The fine grid is the integers, so lengths are in fine grid steps, and the coarse grid is the multiples $nJ$ of an integer $n\ge 1$.

```lean
import Mathlib

namespace DoubleGridProjector

noncomputable section
```

The file loads the Mathlib library and opens a namespace for its own names.

## The two grids and the weights

```lean
/-- The hat function of the coarse grid point `n J`, evaluated at the fine grid point `j`. -/
def hat (n : ℕ) (J j : ℤ) : ℝ := max 0 (1 - |(j : ℝ) - n * J| / n)
```

This is the triangular function centred on the coarse point $nJ$,
$$h_J(j)=\max\left(0,\,1-\frac{|j-nJ|}{n}\right).$$
The notation `(j : ℝ)` turns the integer $j$ into a real number.

```lean
/-- The double-grid weight at the coarse point `n J` of a projector `w` given on the fine grid. -/
def coarse (n : ℕ) (w : ℤ →₀ ℝ) (J : ℤ) : ℝ := ∑ j ∈ w.support, hat n J j * w j
```

The type `ℤ →₀ ℝ` contains the real functions on the integers that are nonzero at only finitely many points. It describes a projector $w$ cut off at a finite radius. The coarse weight is $W_J=\sum_j h_J(j)\,w_j$, and summing over `w.support`, the points where $w_j\neq0$, loses nothing.

```lean
/-- The distance, in fine grid steps, from `j` down to the nearest coarse point not above it. -/
def offset (n : ℕ) (j : ℤ) : ℝ := ((j % (n : ℤ) : ℤ) : ℝ)
```

The offset is $r_j=j \bmod n$. For positive $n$, Lean's integer remainder is never negative, even when $j$ is.

```lean
/-- Linear interpolation to the fine point `j` of the samples of `f` at the two coarse points
that bracket it. -/
def interp (n : ℕ) (f : ℤ → ℝ) (j : ℤ) : ℝ :=
  (1 - offset n j / n) * f (n * (j / (n : ℤ))) + offset n j / n * f (n * (j / (n : ℤ) + 1))
```

Write $q=\lfloor j/n\rfloor$, which is `j / (n : ℤ)` in Lean, and $r=r_j$. The interpolant of a function $f$, sampled at the two bracketing coarse points, is
$$(If)(j)=\left(1-\frac rn\right)f(nq)+\frac rn\,f(n(q+1)).$$

## From hats to interpolation

```lean
/-- A fine grid point is a coarse grid point plus an offset between zero and `n`. -/
theorem fine_split {n : ℕ} (hn : 0 < n) (j : ℤ) :
    (j : ℝ) = n * ((j / (n : ℤ) : ℤ) : ℝ) + offset n j ∧ 0 ≤ offset n j ∧ offset n j < n := by
  have hz : (0 : ℤ) < n := by exact_mod_cast hn
  have h : (n : ℤ) * (j / (n : ℤ)) + j % (n : ℤ) = j := by
    have := Int.emod_def j (n : ℤ)
    linarith
  have h2 : (((n : ℤ) * (j / (n : ℤ)) + j % (n : ℤ) : ℤ) : ℝ) = (j : ℝ) := by rw [h]
  rw [Int.cast_add, Int.cast_mul, Int.cast_natCast] at h2
  refine ⟨h2.symm, ?_, ?_⟩
  · unfold offset
    exact_mod_cast Int.emod_nonneg j hz.ne'
  · unfold offset
    exact_mod_cast Int.emod_lt_of_pos j hz
```

The hypothesis `hn : 0 < n` says $n\ge1$. The conclusion is division with remainder, $j=nq+r$ with $0\le r<n$, stated for real numbers.

```lean
/-- At a fine point `j`, the hats of the two bracketing coarse points take the values `1 - r/n`
and `r/n`, with `r` the offset of `j`, and all other hats vanish. -/
theorem hat_values {n : ℕ} (hn : 0 < n) (j : ℤ) :
    hat n (j / (n : ℤ)) j = 1 - offset n j / n ∧
    hat n (j / (n : ℤ) + 1) j = offset n j / n ∧
    ∀ J : ℤ, J ≠ j / (n : ℤ) → J ≠ j / (n : ℤ) + 1 → hat n J j = 0 := by
  obtain ⟨h, h0, h1⟩ := fine_split hn j
  have hn' : (0 : ℝ) < n := by exact_mod_cast hn
  generalize j / (n : ℤ) = q at h ⊢
  refine ⟨?_, ?_, ?_⟩
  · have e : (j : ℝ) - n * (q : ℝ) = offset n j := by linarith
    have h2 : offset n j / n ≤ 1 := (div_le_one hn').2 h1.le
    rw [hat, e, abs_of_nonneg h0, max_eq_right (by linarith)]
  · have e : (j : ℝ) - n * ((q + 1 : ℤ) : ℝ) = -(n - offset n j) := by
      push_cast
      linarith
    have e2 : 1 - ((n : ℝ) - offset n j) / n = offset n j / n := by
      rw [sub_div, div_self hn'.ne']
      ring
    rw [hat, e, abs_neg, abs_of_nonneg (by linarith), e2, max_eq_right (div_nonneg h0 hn'.le)]
  · intro J hJ hJ'
    -- every other coarse point is at least `n` fine steps away
    have key : (n : ℝ) ≤ |(j : ℝ) - n * J| := by
      have hc : J + 1 ≤ q ∨ q + 2 ≤ J := by omega
      rcases hc with hc | hc
      · have hr : (J : ℝ) + 1 ≤ q := by exact_mod_cast hc
        have hm := mul_le_mul_of_nonneg_left hr hn'.le
        have ha := le_abs_self ((j : ℝ) - n * J)
        linarith
      · have hr : (q : ℝ) + 2 ≤ J := by exact_mod_cast hc
        have hm := mul_le_mul_of_nonneg_left hr hn'.le
        have ha := neg_le_abs ((j : ℝ) - n * J)
        linarith
    have h3 : 1 ≤ |(j : ℝ) - n * J| / n := (one_le_div hn').2 key
    rw [hat, max_eq_left (by linarith)]
```

By hand, $|j-nq|=r$ gives $h_q(j)=1-r/n$, and $|j-n(q+1)|=n-r$ gives $h_{q+1}(j)=r/n$. Any other $J$ satisfies $J\le q-1$ or $J\ge q+2$. Then $nJ$ is at least $n$ steps from $j$, and the hat vanishes. The proof follows these three cases; `omega` supplies the split on $J$, and `key` is the distance estimate.

```lean
/-- Summing coarse samples of `f` against the hat functions gives the linear interpolant of `f`
at each fine grid point. -/
theorem hasSum_hat {n : ℕ} (hn : 0 < n) (f : ℤ → ℝ) (j : ℤ) :
    HasSum (fun J : ℤ => f (n * J) * hat n J j) (interp n f j) := by
  obtain ⟨hl, hr, hz⟩ := hat_values hn j
  have e : interp n f j =
      ∑ J ∈ ({j / (n : ℤ), j / (n : ℤ) + 1} : Finset ℤ), f (n * J) * hat n J j := by
    rw [Finset.sum_pair (lt_add_one _).ne, hl, hr, interp]
    ring
  rw [e]
  apply hasSum_sum_of_ne_finset_zero
  intro J hJ
  simp only [Finset.mem_insert, Finset.mem_singleton, not_or] at hJ
  rw [hz J hJ.1 hJ.2, mul_zero]
```

`HasSum g s` says that the sum of $g$ over all its arguments converges to $s$. The claim is therefore
$$\sum_{J\in\mathbb Z} f(nJ)\,h_J(j)=(If)(j).$$
Only $J=q$ and $J=q+1$ can contribute, and inserting their hat values gives the interpolant. The proof reduces the infinite sum to this pair in the same way.

```lean
/-- Double-grid duality: the coarse weights paired with samples of `f` equal the fine projector
paired with the linear interpolant of `f`. -/
theorem double_grid_duality {n : ℕ} (hn : 0 < n) (w : ℤ →₀ ℝ) (f : ℤ → ℝ) :
    HasSum (fun J : ℤ => f (n * J) * coarse n w J) (∑ j ∈ w.support, interp n f j * w j) := by
  have e : (fun J : ℤ => f (n * J) * coarse n w J) =
      fun J : ℤ => ∑ j ∈ w.support, f (n * J) * hat n J j * w j := by
    funext J
    rw [coarse, Finset.mul_sum]
    exact Finset.sum_congr rfl (fun j _ => by ring)
  rw [e]
  exact hasSum_sum (fun j _ => (hasSum_hat hn f j).mul_right (w j))
```

Insert the definition of $W_J$ and exchange the sums:
$$\sum_J f(nJ)W_J=\sum_j w_j\sum_J f(nJ)h_J(j)=\sum_j (If)(j)\,w_j.$$
The exchange is safe because the sum over $j$ is finite. In Lean, `hasSum_sum` performs it, using the previous theorem for each $j$.

With $f$ a wavefunction, this identity lets a one-dimensional calculation with linear interpolation compute the weights once for a fixed atomic position and then evaluate projections on the coarse grid alone. If the $w_j$ are projector values, both sums carry the fine grid spacing as their integration step, so a code that multiplies by the coarse spacing must use $W_J/n$ in place of $W_J$. In code, each fine point $j$ adds $(1-r/n)w_j$ to $W_q$ and $(r/n)w_j$ to $W_{q+1}$. In a language whose integer division truncates towards zero, negative $j$ need an explicit floor.

## The first three moments

```lean
/-- Linear interpolation reproduces constants and the position `j`, and overestimates `j ^ 2` by
`r (n - r)`, with `r` the offset of `j`. -/
theorem interp_monomials {n : ℕ} (hn : 0 < n) (j : ℤ) :
    interp n (fun _ => 1) j = 1 ∧
    interp n (fun k => (k : ℝ)) j = j ∧
    interp n (fun k => (k : ℝ) ^ 2) j = (j : ℝ) ^ 2 + offset n j * (n - offset n j) := by
  obtain ⟨h, -, -⟩ := fine_split hn j
  have hn' : (n : ℝ) ≠ 0 := by exact_mod_cast hn.ne'
  have hr : offset n j / n * n = offset n j := div_mul_cancel₀ _ hn'
  refine ⟨by unfold interp; ring, ?_, ?_⟩
  · simp only [interp, Int.cast_mul, Int.cast_add, Int.cast_one, Int.cast_natCast]
    rw [h]
    linear_combination hr
  · simp only [interp, Int.cast_mul, Int.cast_add, Int.cast_one, Int.cast_natCast]
    rw [h]
    linear_combination (2 * (n : ℝ) * ((j / (n : ℤ) : ℤ) : ℝ) + n) * hr
```

The notation `fun k => (k : ℝ) ^ 2` is the function $k\mapsto k^2$. For a constant, the interpolation weights add to one. For the position,
$$\left(1-\frac rn\right)nq+\frac rn\,n(q+1)=nq+r=j.$$
For the square,
$$\left(1-\frac rn\right)(nq)^2+\frac rn\,(nq+n)^2=n^2q^2+2nqr+nr.$$
Since $j^2=n^2q^2+2nqr+r^2$, the difference is $nr-r^2=r(n-r)$. The `linear_combination` steps check this algebra from the single relation $(r/n)\,n=r$.

```lean
/-- Moments of a double-grid projector: the total weight and the first moment are those of the
fine projector, and the second moment exceeds the fine one by `∑ r_j (n - r_j) w_j`. -/
theorem double_grid_moments {n : ℕ} (hn : 0 < n) (w : ℤ →₀ ℝ) :
    HasSum (fun J : ℤ => coarse n w J) (∑ j ∈ w.support, w j) ∧
    HasSum (fun J : ℤ => ((n : ℝ) * J) * coarse n w J) (∑ j ∈ w.support, (j : ℝ) * w j) ∧
    HasSum (fun J : ℤ => ((n : ℝ) * J) ^ 2 * coarse n w J)
      (∑ j ∈ w.support, (j : ℝ) ^ 2 * w j +
        ∑ j ∈ w.support, offset n j * (n - offset n j) * w j) := by
  refine ⟨?_, ?_, ?_⟩
  · have h := double_grid_duality hn w (fun _ => 1)
    simpa only [(interp_monomials hn _).1, one_mul] using h
  · have h := double_grid_duality hn w (fun k => (k : ℝ))
    simpa only [(interp_monomials hn _).2.1, Int.cast_mul, Int.cast_natCast] using h
  · have h := double_grid_duality hn w (fun k => (k : ℝ) ^ 2)
    simpa only [(interp_monomials hn _).2.2, add_mul, Finset.sum_add_distrib, Int.cast_mul,
      Int.cast_natCast] using h
```

The symbol `∧` joins three statements:
$$\sum_J W_J=\sum_j w_j,\qquad \sum_J nJ\,W_J=\sum_j j\,w_j,$$
$$\sum_J (nJ)^2W_J=\sum_j j^2w_j+\sum_j r_j(n-r_j)w_j.$$
Each follows from the duality with $f=1$, $k$ or $k^2$ and the matching interpolation formula. These are raw moments about the origin, not divided by the total weight. The last term can be negative, because $w$ may take either sign.

For $n=1$ every offset is zero, the two grids coincide and $W=w$. For $n=2$ and a unit weight at $j=1$, the transfer gives $W_0=W_1=\tfrac12$. The second moment rises from $1$ to $\tfrac12\cdot 2^2=2$, an excess of $r(n-r)=1$.

## The size of the error, and when it vanishes

```lean
/-- The error of the second moment is at most `n ^ 2 / 4` times the sum of `|w_j|`. -/
theorem second_moment_error_le {n : ℕ} (hn : 0 < n) (w : ℤ →₀ ℝ) :
    |∑' J : ℤ, ((n : ℝ) * J) ^ 2 * coarse n w J - ∑ j ∈ w.support, (j : ℝ) ^ 2 * w j| ≤
      (n : ℝ) ^ 2 / 4 * ∑ j ∈ w.support, |w j| := by
  rw [(double_grid_moments hn w).2.2.tsum_eq, add_sub_cancel_left, Finset.mul_sum]
  refine (Finset.abs_sum_le_sum_abs _ _).trans (Finset.sum_le_sum fun j _ => ?_)
  obtain ⟨-, h0, h1⟩ := fine_split hn j
  rw [abs_mul, abs_of_nonneg (mul_nonneg h0 (by linarith))]
  -- `r (n - r)` is largest halfway between two coarse points
  exact mul_le_mul_of_nonneg_right
    (by nlinarith [sq_nonneg ((n : ℝ) - 2 * offset n j)]) (abs_nonneg _)
```

The symbol `∑'` denotes the value of an infinite sum, which the moment theorem supplies. Completing the square gives
$$0\le r(n-r)=\frac{n^2}{4}-\left(\frac n2-r\right)^2\le\frac{n^2}{4}.$$
The triangle inequality then bounds the second-moment error by $\frac{n^2}{4}\sum_j|w_j|$. In the proof, `nlinarith` receives the square $(n-2r)^2\ge0$ as its hint. The example with $n=2$ attains the bound.

```lean
/-- For a nonnegative projector the second moment is preserved exactly when the projector is
supported on coarse grid points. -/
theorem second_moment_exact_iff {n : ℕ} (hn : 0 < n) (w : ℤ →₀ ℝ) (hw : ∀ j, 0 ≤ w j) :
    HasSum (fun J : ℤ => ((n : ℝ) * J) ^ 2 * coarse n w J)
      (∑ j ∈ w.support, (j : ℝ) ^ 2 * w j) ↔ ∀ j, w j ≠ 0 → (n : ℤ) ∣ j := by
  have hM := (double_grid_moments hn w).2.2
  constructor
  · intro h j hj
    have e := hM.unique h
    have z : ∑ j ∈ w.support, offset n j * (n - offset n j) * w j = 0 := by linarith
    -- a vanishing sum of nonnegative terms vanishes term by term
    have hnn : ∀ i ∈ w.support, 0 ≤ offset n i * (n - offset n i) * w i := by
      intro i _
      obtain ⟨-, h0, h1⟩ := fine_split hn i
      exact mul_nonneg (mul_nonneg h0 (by linarith)) (hw i)
    have zj := (Finset.sum_eq_zero_iff_of_nonneg hnn).1 z j (Finsupp.mem_support_iff.2 hj)
    obtain ⟨-, -, h1⟩ := fine_split hn j
    have hne : (n : ℝ) - offset n j ≠ 0 := (sub_pos.2 h1).ne'
    have hr : offset n j = 0 :=
      (mul_eq_zero.1 ((mul_eq_zero.1 zj).resolve_right hj)).resolve_right hne
    unfold offset at hr
    exact Int.dvd_of_emod_eq_zero (Int.cast_eq_zero.1 hr)
  · intro h
    have z : ∑ j ∈ w.support, offset n j * (n - offset n j) * w j = 0 := by
      refine Finset.sum_eq_zero fun j hj => ?_
      have hr : offset n j = 0 := by
        unfold offset
        rw [Int.emod_eq_zero_of_dvd (h j (Finsupp.mem_support_iff.1 hj)), Int.cast_zero]
      rw [hr]
      ring
    rw [z, add_zero] at hM
    exact hM

end

end DoubleGridProjector
```

The hypothesis `hw` requires $w_j\ge0$ everywhere. The second moment is then preserved if and only if every $j$ with $w_j\ne0$ is a multiple of $n$, written `(n : ℤ) ∣ j`.

If the moment is preserved, uniqueness of the sum gives $\sum_j r_j(n-r_j)w_j=0$. All terms are nonnegative, so each is zero. Where $w_j\neq0$, the factor $n-r_j$ is positive, which leaves $r_j=0$. Conversely, if $w$ lives on coarse points, every offset in the sum is zero and so is the excess.

Projectors that change sign, such as those of $p$ type, fall outside this last theorem. With $n=2$, $w_1=1$ and $w_3=-1$, the two excesses cancel although neither point is coarse.

```lean
#print axioms DoubleGridProjector.double_grid_moments
#print axioms DoubleGridProjector.second_moment_error_le
#print axioms DoubleGridProjector.second_moment_exact_iff
```

```
'DoubleGridProjector.double_grid_moments' depends on axioms: [propext, Classical.choice, Quot.sound]
'DoubleGridProjector.second_moment_error_le' depends on axioms: [propext, Classical.choice, Quot.sound]
'DoubleGridProjector.second_moment_exact_iff' depends on axioms: [propext, Classical.choice, Quot.sound]
```
